# Three surface phases with linear free energies and non-collinear slopes have exactly one triple point

Take a clean electrode surface, the same surface covered with OH, and the same surface covered with O. Each oxidation step releases one proton and one electron. In a diagram of potential (against the standard hydrogen electrode) and pH, the boundaries between these phases are parallel lines. A program asked for the point where all three phases coexist must then solve a singular pair of linear equations: either there is no such point, or there is a whole line of them.

The trouble lies in the slopes of the free energies. Write the free energy of phase $i$ as

$$G_i(U,x)=g_i+n_iU+m_ix,\qquad i=0,1,2,$$

with $U$ the potential and $x$ the pH. If the three points $(n_i,m_i)$ do not lie on one line, there is exactly one triple point, and each phase is the strictly lowest of the three somewhere in every neighbourhood of it.

In Lean 4 with Mathlib:

```lean
import Mathlib

open Filter Topology

namespace SurfacePourbaixTriplePoint
```

## Phases as planes over potential and pH

In the computational hydrogen electrode, $n_i$ and $m_i$ count the electrons and protons exchanged in forming the phase. Releasing one electron contributes $-e$ to $n_i$, and releasing one proton contributes $-k_BT\ln 10$ to $m_i$, where $e$ is the elementary charge, $k_B$ Boltzmann's constant and $T$ the temperature. Everything else, including the activities of other dissolved species, is held fixed inside $g_i$. The code takes all three numbers as arbitrary reals.

```lean
/-- A surface phase, given by its free energy `g` at zero potential and zero pH and by the
slopes `n` in the potential and `m` in the pH. -/
structure SurfacePhase where
  g : ℝ
  n : ℝ
  m : ℝ
```

A point of the diagram is a pair $z=(U,x)$, so `z.1` is the potential and `z.2` the pH. The free energy is exactly linear: constant slopes leave out terms quadratic in the potential, such as those from the interfacial capacitance and the polarisability of the adsorbates.

```lean
/-- The free energy `g + n U + m x` of a phase at the point `z = (U, x)` of potential and pH. -/
def SurfacePhase.freeEnergy (p : SurfacePhase) (z : ℝ × ℝ) : ℝ :=
  p.g + p.n * z.1 + p.m * z.2
```

The three phases form a family `P` indexed by `Fin 3`. At a triple point all their free energies agree.

```lean
/-- All three phases have the same free energy at `z`. -/
def IsTriplePoint (P : Fin 3 → SurfacePhase) (z : ℝ × ℝ) : Prop :=
  ∀ i j, (P i).freeEnergy z = (P j).freeEnergy z
```

Phase $i$ is strictly lowest at $z$ when $G_i(z)<G_j(z)$ for both other phases $j$. The comparison is among these three only; in a larger diagram a fourth phase could lie below them all.

```lean
/-- Phase `i` has a strictly lower free energy at `z` than each of the other two. -/
def StrictlyLowest (P : Fin 3 → SurfacePhase) (i : Fin 3) (z : ℝ × ℝ) : Prop :=
  ∀ j, j ≠ i → (P i).freeEnergy z < (P j).freeEnergy z
```

## When the slopes fail to be independent

The slope points are collinear when real numbers $a,b,c$ exist, with $a$ and $b$ not both zero, such that $an_i+bm_i=c$ for every $i$. Coinciding slope points count as collinear.

When one of the phases is the clean surface, with slopes $(0,0)$, non-collinearity requires the other two to exchange electrons and protons in different ratios. Chloride adsorption, for example, releases an electron but no proton. Clean, OH-covered and Cl-covered surfaces therefore have slopes $(0,0)$, $(-e,-k_BT\ln 10)$ and $(-e,0)$, which form a triangle.

```lean
/-- The three slope points `(n, m)` lie on a common line `a n + b m = c`. -/
def SlopesCollinear (P : Fin 3 → SurfacePhase) : Prop :=
  ∃ a b c : ℝ, (a ≠ 0 ∨ b ≠ 0) ∧ ∀ i, a * (P i).n + b * (P i).m = c
```

With $\Delta n_i=n_i-n_0$ and $\Delta m_i=m_i-m_0$, the test quantity is

$$D=\Delta n_1\,\Delta m_2-\Delta n_2\,\Delta m_1 .$$

```lean
/-- The determinant of the slope differences of phases 1 and 2 relative to phase 0. -/
def slopeDet (P : Fin 3 → SurfacePhase) : ℝ :=
  ((P 1).n - (P 0).n) * ((P 2).m - (P 0).m) - ((P 2).n - (P 0).n) * ((P 1).m - (P 0).m)
```

Collinearity is equivalent to $D=0$. Given a common line, subtracting its equation for phase 0 leaves $a\Delta n_i+b\Delta m_i=0$ for $i=1,2$. Eliminating $b$ gives $aD=0$, and eliminating $a$ gives $bD=0$. Since one of $a,b$ is nonzero, $D=0$.

Conversely, let $D=0$. If slope points 0 and 2 differ, the line through them has $a=\Delta m_2$, $b=-\Delta n_2$, and point 1 lies on it because $a\Delta n_1+b\Delta m_1=D=0$. If points 0 and 2 coincide but point 1 differs, the line through 0 and 1 serves. If all three coincide, the line $n=n_0$ does. The proof makes the same case split, and `linear_combination` checks each elimination.

```lean
/-- The slope points are collinear exactly when the determinant of slope differences vanishes. -/
theorem slopesCollinear_iff (P : Fin 3 → SurfacePhase) :
    SlopesCollinear P ↔ slopeDet P = 0 := by
  constructor
  · rintro ⟨a, b, c, hab, h⟩
    have h0 := h 0
    have h1 := h 1
    have h2 := h 2
    have ha : a * slopeDet P = 0 := by
      unfold slopeDet
      linear_combination ((P 2).m - (P 0).m) * (h1 - h0) - ((P 1).m - (P 0).m) * (h2 - h0)
    have hb : b * slopeDet P = 0 := by
      unfold slopeDet
      linear_combination ((P 1).n - (P 0).n) * (h2 - h0) - ((P 2).n - (P 0).n) * (h1 - h0)
    rcases hab with h | h
    · exact (mul_eq_zero.mp ha).resolve_left h
    · exact (mul_eq_zero.mp hb).resolve_left h
  · intro hD
    unfold slopeDet at hD
    by_cases h2 : (P 2).n - (P 0).n = 0 ∧ (P 2).m - (P 0).m = 0
    · by_cases h1 : (P 1).n - (P 0).n = 0 ∧ (P 1).m - (P 0).m = 0
      · -- all three slope points coincide
        refine ⟨1, 0, (P 0).n, Or.inl one_ne_zero, fun i => ?_⟩
        match i with
        | 0 => ring
        | 1 => linear_combination h1.1
        | 2 => linear_combination h2.1
      · -- the line through the slope points 0 and 1
        refine ⟨(P 1).m - (P 0).m, -((P 1).n - (P 0).n),
          ((P 1).m - (P 0).m) * (P 0).n - ((P 1).n - (P 0).n) * (P 0).m, ?_, fun i => ?_⟩
        · rcases not_and_or.mp h1 with h | h
          · exact Or.inr (neg_ne_zero.mpr h)
          · exact Or.inl h
        · match i with
          | 0 => ring
          | 1 => ring
          | 2 => linear_combination -hD
    · -- the line through the slope points 0 and 2
      refine ⟨(P 2).m - (P 0).m, -((P 2).n - (P 0).n),
        ((P 2).m - (P 0).m) * (P 0).n - ((P 2).n - (P 0).n) * (P 0).m, ?_, fun i => ?_⟩
      · rcases not_and_or.mp h2 with h | h
        · exact Or.inr (neg_ne_zero.mpr h)
        · exact Or.inl h
      · match i with
        | 0 => ring
        | 1 => linear_combination hD
        | 2 => ring
```

## Steering the free-energy differences

A displacement $d=(d_U,d_x)$ changes $G_1-G_0$ and $G_2-G_0$ by

$$\Delta n_1d_U+\Delta m_1d_x=r,\qquad \Delta n_2d_U+\Delta m_2d_x=s .$$

When $D\neq0$, Cramer's rule achieves any prescribed $r$ and $s$:

$$d_U=\frac{r\,\Delta m_2-s\,\Delta m_1}{D},\qquad d_x=\frac{\Delta n_1\,s-\Delta n_2\,r}{D}.$$

Substitution into the left-hand sides gives $rD/D=r$ and $sD/D=s$.

```lean
/-- If the slope determinant is nonzero, some displacement in potential and pH changes the free
energies of phases 1 and 2 relative to phase 0 by any prescribed amounts. -/
theorem exists_displacement {P : Fin 3 → SurfacePhase} (hD : slopeDet P ≠ 0) (r s : ℝ) :
    ∃ d : ℝ × ℝ, ((P 1).n - (P 0).n) * d.1 + ((P 1).m - (P 0).m) * d.2 = r ∧
      ((P 2).n - (P 0).n) * d.1 + ((P 2).m - (P 0).m) * d.2 = s := by
  -- Cramer's rule
  refine ⟨((r * ((P 2).m - (P 0).m) - s * ((P 1).m - (P 0).m)) / slopeDet P,
    (((P 1).n - (P 0).n) * s - ((P 2).n - (P 0).n) * r) / slopeDet P), ?_, ?_⟩
  all_goals
    dsimp only
    rw [← mul_div_assoc, ← mul_div_assoc, ← add_div, div_eq_iff hD]
    unfold slopeDet
    ring
```

For the triple point, start at the origin, where $G_i-G_0=g_i-g_0$. The displacement with $r=g_0-g_1$ and $s=g_0-g_2$ cancels both differences, so its endpoint $z$ is a triple point.

If $w$ is another triple point, subtracting the equations for $z$ from those for $w$ gives

$$\Delta n_i(w_U-z_U)+\Delta m_i(w_x-z_x)=0,\qquad i=1,2.$$

Elimination yields $D(w_U-z_U)=0$ and $D(w_x-z_x)=0$, hence $w=z$. These two equations are `hu` and `hv` in the proof.

```lean
/-- If the slope determinant is nonzero, there is exactly one triple point. -/
theorem existsUnique_triplePoint {P : Fin 3 → SurfacePhase} (hD : slopeDet P ≠ 0) :
    ∃! z, IsTriplePoint P z := by
  obtain ⟨z, h1, h2⟩ := exists_displacement hD ((P 0).g - (P 1).g) ((P 0).g - (P 2).g)
  have key : ∀ i, (P i).freeEnergy z = (P 0).freeEnergy z := by
    intro i
    unfold SurfacePhase.freeEnergy
    match i with
    | 0 => rfl
    | 1 => linear_combination h1
    | 2 => linear_combination h2
  refine ⟨z, fun i j => (key i).trans (key j).symm, fun w hw => ?_⟩
  have k1 := hw 1 0
  have k2 := hw 2 0
  unfold SurfacePhase.freeEnergy at k1 k2
  -- the difference of two triple points is annihilated by the determinant
  have hu : slopeDet P * (w.1 - z.1) = 0 := by
    unfold slopeDet
    linear_combination ((P 2).m - (P 0).m) * (k1 - h1) - ((P 1).m - (P 0).m) * (k2 - h2)
  have hv : slopeDet P * (w.2 - z.2) = 0 := by
    unfold slopeDet
    linear_combination ((P 1).n - (P 0).n) * (k2 - h2) - ((P 2).n - (P 0).n) * (k1 - h1)
  exact Prod.ext (sub_eq_zero.mp ((mul_eq_zero.mp hu).resolve_left hD))
    (sub_eq_zero.mp ((mul_eq_zero.mp hv).resolve_left hD))
```

## A stability ray for each phase

Move from the triple point to $z+td$ with $t>0$. Because the free energies agree at $z$,

$$G_j(z+td)-G_i(z+td)=t\,\bigl[(n_jd_U+m_jd_x)-(n_id_U+m_id_x)\bigr].$$

Phase $i$ is strictly lowest along the whole ray if its free energy has the smallest slope in the direction $d$. The displacement result supplies such directions:

- for phase 0, take $r=s=1$, so that both other phases rise relative to it;
- for phase 1, take $r=-1$, $s=0$;
- for phase 2, take $r=0$, $s=-1$.

In each case phase $i$ lies below both competitors by exactly $t$. The proof finds the direction first, as `hdir`, and then multiplies the slope inequality by $t$.

```lean
/-- If the slope determinant is nonzero, then for each phase there is a ray from the triple point
along which that phase is strictly lowest. -/
theorem exists_stability_ray {P : Fin 3 → SurfacePhase} (hD : slopeDet P ≠ 0) {z : ℝ × ℝ}
    (hz : IsTriplePoint P z) (i : Fin 3) :
    ∃ d : ℝ × ℝ, ∀ t : ℝ, 0 < t → StrictlyLowest P i (z + t • d) := by
  -- a direction in which phase `i` has the smallest slope
  have hdir : ∃ d : ℝ × ℝ, ∀ j, j ≠ i →
      (P i).n * d.1 + (P i).m * d.2 < (P j).n * d.1 + (P j).m * d.2 := by
    match i with
    | 0 =>
      obtain ⟨d, h1, h2⟩ := exists_displacement hD 1 1
      refine ⟨d, fun j hj => ?_⟩
      match j, hj with
      | 0, hj => exact absurd rfl hj
      | 1, _ => linarith
      | 2, _ => linarith
    | 1 =>
      obtain ⟨d, h1, h2⟩ := exists_displacement hD (-1) 0
      refine ⟨d, fun j hj => ?_⟩
      match j, hj with
      | 0, _ => linarith
      | 1, hj => exact absurd rfl hj
      | 2, _ => linarith
    | 2 =>
      obtain ⟨d, h1, h2⟩ := exists_displacement hD 0 (-1)
      refine ⟨d, fun j hj => ?_⟩
      match j, hj with
      | 0, _ => linarith
      | 1, _ => linarith
      | 2, hj => exact absurd rfl hj
  obtain ⟨d, hd⟩ := hdir
  refine ⟨d, fun t ht j hj => ?_⟩
  have h1 := hz i j
  have h2 := mul_lt_mul_of_pos_left (hd j hj) ht
  simp only [SurfacePhase.freeEnergy, Prod.fst_add, Prod.snd_add, Prod.smul_fst,
    Prod.smul_snd, smul_eq_mul] at h1 ⊢
  nlinarith [h1, h2]
```

## Every neighbourhood sees all three phases

As $t\to0^+$, the point $z+td$ tends to $z$. It therefore enters any given neighbourhood $V$ while phase $i$ remains strictly lowest. The theorem states this together with existence and uniqueness: there is a triple point `z`, every triple point `w` equals it, and for every `V ∈ 𝓝 z` and every phase `i` some point of `V` has phase `i` strictly lowest. That point may depend on both `V` and `i`.

The passage to the limit rests on the filter `𝓝[>] (0 : ℝ)`. A statement `∀ᶠ t in 𝓝[>] (0 : ℝ), …` says that something holds for all sufficiently small positive $t$. Here `hmem` says this of membership in $V$, and `hpos` says it of $t>0$. The two are joined by `and`, and `exists` extracts an actual $t$, which is legitimate because there are positive reals arbitrarily close to zero. This replaces an explicit choice of $t$ from the radius of a ball and the length of $d$.

```lean
/-- Three phases with non-collinear slopes have exactly one triple point, and every neighbourhood
of it contains, for each phase, a point where that phase is strictly lowest. -/
theorem triplePoint_of_not_collinear {P : Fin 3 → SurfacePhase} (hP : ¬ SlopesCollinear P) :
    ∃ z, IsTriplePoint P z ∧ (∀ w, IsTriplePoint P w → w = z) ∧
      ∀ V ∈ 𝓝 z, ∀ i, ∃ w ∈ V, StrictlyLowest P i w := by
  have hD : slopeDet P ≠ 0 := fun h => hP ((slopesCollinear_iff P).mpr h)
  obtain ⟨z, hz, huniq⟩ := existsUnique_triplePoint hD
  refine ⟨z, hz, huniq, fun V hV i => ?_⟩
  obtain ⟨d, hd⟩ := exists_stability_ray hD hz i
  -- the ray enters every neighbourhood of its starting point
  have hc : Continuous (fun t : ℝ => z + t • d) := by fun_prop
  have h0 : Tendsto (fun t : ℝ => z + t • d) (𝓝 0) (𝓝 z) := by
    have h := hc.tendsto 0
    simpa only [zero_smul, add_zero] using h
  have hmem : ∀ᶠ t in 𝓝[>] (0 : ℝ), z + t • d ∈ V :=
    (h0.mono_left nhdsWithin_le_nhds) hV
  have hpos : ∀ᶠ t in 𝓝[>] (0 : ℝ), 0 < t := self_mem_nhdsWithin
  obtain ⟨t, htV, ht⟩ := (hmem.and hpos).exists
  exact ⟨z + t • d, htV, hd t ht⟩
```

The freedom in $r$ and $s$ also yields a neighbouring result, which is not formalised here: every neighbourhood of the triple point contains all six strict orderings of the free energies. For $G_1<G_0<G_2$, for instance, take $r=-1$ and $s=1$ and follow the ray towards $z$.

## Collinear slopes and the fixed proton–electron ratio

Suppose the slopes are collinear and $z$ is a triple point. Shifting by $(a,b)$ gives

$$G_i(z+(a,b))=G_i(z)+an_i+bm_i=G_i(z)+c .$$

All three free energies change by the same amount, so the shifted point is a second triple point, distinct from $z$ because $(a,b)\neq(0,0)$. A unique triple point therefore exists exactly when the slopes are not collinear. For surface Pourbaix diagrams built from linear free energies, this decides from the slopes alone whether three chosen phases have a single intersection; it does not place that intersection at an accessible potential or pH.

```lean
/-- There is exactly one triple point if and only if the slopes are not collinear. -/
theorem existsUnique_triplePoint_iff (P : Fin 3 → SurfacePhase) :
    (∃! z, IsTriplePoint P z) ↔ ¬ SlopesCollinear P := by
  constructor
  · rintro ⟨z, hz, huniq⟩ ⟨a, b, c, hab, h⟩
    -- shifting by `(a, b)` raises all three free energies by the same amount `c`
    have hshift : IsTriplePoint P (z + (a, b)) := by
      intro i j
      have hij := hz i j
      simp only [SurfacePhase.freeEnergy, Prod.fst_add, Prod.snd_add] at hij ⊢
      linear_combination hij + h i - h j
    have heq := huniq _ hshift
    have h1 := congrArg Prod.fst heq
    have h2 := congrArg Prod.snd heq
    simp only [Prod.fst_add, Prod.snd_add] at h1 h2
    rcases hab with ha | hb
    · exact ha (by linarith)
    · exact hb (by linarith)
  · intro hP
    exact existsUnique_triplePoint fun h => hP ((slopesCollinear_iff P).mpr h)
```

The clean, OH-covered and O-covered surfaces of the opening exchange protons and electrons only in pairs, so $m_i=s\,n_i$ with one common factor, now denoted $s$. On the standard hydrogen scale $s=k_BT\ln 10/e$, the familiar amount by which the potential of a phase boundary falls per pH unit; on the reversible hydrogen scale $s=0$. In either case the slope points lie on the line $sn-m=0$, so $a=s$, $b=-1$, $c=0$ show collinearity. The conclusion excludes a unique triple point, while still allowing none or infinitely many.

```lean
/-- If the pH slope of every phase is the same multiple `s` of its potential slope, as when all
phases exchange protons and electrons in one fixed ratio, there is no unique triple point. -/
theorem no_unique_triplePoint_of_fixed_ratio {P : Fin 3 → SurfacePhase} (s : ℝ)
    (h : ∀ i, (P i).m = s * (P i).n) : ¬ ∃! z, IsTriplePoint P z := by
  intro hz
  refine (existsUnique_triplePoint_iff P).mp hz
    ⟨s, -1, 0, Or.inr (by norm_num), fun i => ?_⟩
  linear_combination -(h i)

end SurfacePourbaixTriplePoint
```

```lean
#print axioms SurfacePourbaixTriplePoint.triplePoint_of_not_collinear
#print axioms SurfacePourbaixTriplePoint.no_unique_triplePoint_of_fixed_ratio
```

```
'SurfacePourbaixTriplePoint.triplePoint_of_not_collinear' depends on axioms: [propext, Classical.choice, Quot.sound]
'SurfacePourbaixTriplePoint.no_unique_triplePoint_of_fixed_ratio' depends on axioms: [propext, Classical.choice, Quot.sound]
```
